# No-pair terms conserve the electron number; nonzero pair terms do not

Let a_i and b_i be annihilators and creators for finitely many electron modes, and let d anticommute with all of them. With N = Σ_i b_i a_i and [x, y] = xy − yx,

[N, b_i b_j a_k a_l] = 0

[N, b_i d] = b_i d

If one-body terms that create or annihilate an electron–positron pair are added to a no-pair Hamiltonian, the sum commutes with N exactly when the added creation part and the added annihilation part are both zero.

## Electrons, positrons and the projection

In relativistic electronic-structure theory the one-particle functions split into positive-energy and negative-energy ones. The field operator then contains electron annihilators a_i and positron creators d_m, and its adjoint contains electron creators b_i and positron annihilators e_m. A one-body operator therefore produces terms b_i a_j, but also b_i d_m, which creates a pair, and e_m a_i, which annihilates one.

The no-pair projection keeps only the positive-energy functions. The Coulomb and Breit interactions between electrons then enter through two-body integrals alone, so in a finite set of modes adding the projected Breit interaction leaves the electron number conserved.

## The relations and the Hamiltonian

Write {x, y} = xy + yx. The electron operators satisfy

{a_i, a_j} = 0, {b_i, b_j} = 0, {a_i, b_j} = δ_ij

In Lean these are the three fields of `ElectronCAR a b`, for families in an arbitrary ring; b_i need not be an adjoint of a_i. `AnticommutesWithElectrons a b d` says {a_i, d} = {b_i, d} = 0 for all i. This stands for d belonging to a different fermionic mode, and it is all that is assumed about a positron operator. `electronNumber a b` is N, and `noPair_versus_pair` states the two commutators above.

For the Hamiltonian the ring is a complex algebra, and

H = Σ h_ij b_i a_j + ½ Σ g_ijkl b_i b_j a_l a_k

V = Σ w_im b_i d_m

W = Σ v_im e_m a_i

These are `noPairHamiltonian`, `pairCreation` and `pairAnnihilation`. The order a_l a_k fixes the index convention for g. All coefficients are arbitrary complex numbers, so neither Hermiticity nor any symmetry of the integrals is used. `conserves_iff_no_pairs` states that H + V + W commutes with N if and only if V = 0 and W = 0. These are equations between operators: V can vanish with nonzero w, for instance if every d_m is zero.

The model takes the split into electron and positron modes as given. It has no positron energies and no two-body terms that create pairs, such as b_i b_j a_k d_m.

## Counting the change in electron number

Say that x changes the number by the integer q if [N, x] = q x. If x changes it by q and y by r, then

[N, xy] = [N, x] y + x [N, y] = (q + r) xy

so changes add up in products. Since the commutator is linear, a sum of operators with the same q again has that q, and so does a complex multiple.

For the single operators, take one term of N at a time:

[b_i a_i, b_j] = b_i {a_i, b_j} − {b_i, b_j} a_i = δ_ij b_i

[b_i a_i, a_j] = b_i {a_i, a_j} − {a_j, b_i} a_i = −δ_ij a_i

[b_i a_i, d] = b_i {a_i, d} − {b_i, d} a_i = 0

Summing over i gives [N, b_j] = b_j, [N, a_j] = −a_j and [N, d] = 0. The changes are +1, −1 and 0. Hence b_i b_j a_k a_l has 1 + 1 − 1 − 1 = 0, and b_i d has 1 + 0 = 1.

In the same way [N, H] = 0, [N, V] = V and [N, W] = −W, so

[N, H + V + W] = V − W

If this is zero, then V = W, and

W = V = [N, V] = [N, W] = −W

Thus 2W = 0, which gives W = 0 and V = 0. Conversely, if V = W = 0, only H remains, and it commutes with N.

## When d is not a separate mode

Take one electron mode, with a the 2×2 matrix whose only nonzero entry is a 1 in the upper right corner, and b its transpose. Choose d = a. Then {a, d} = 2a² = 0, but {b, d} = 1, so half of the condition on d fails. Now b d = b a = N, which is nonzero and commutes with N, so [N, b d] = 0 ≠ b d. The equivalence fails too: with V = b d and W = 0, the sum H + V conserves N although V ≠ 0.

## The Lean file

```lean
import Mathlib

open Matrix
open scoped Kronecker

namespace NoPairProjection

noncomputable section

variable {A ι κ : Type*} [Ring A]

/-- The operator `x` changes the number `N` by the integer `q`: `[N, x] = q x`. -/
def ShiftsNumber (N : A) (q : ℤ) (x : A) : Prop :=
  N * x - x * N = q • x

/-- In a product of operators the changes of the number add up. -/
theorem ShiftsNumber.mul {N x y : A} {q r : ℤ} (hx : ShiftsNumber N q x)
    (hy : ShiftsNumber N r y) : ShiftsNumber N (q + r) (x * y) := by
  unfold ShiftsNumber at *
  calc N * (x * y) - x * y * N
      = (N * x - x * N) * y + x * (N * y - y * N) := by noncomm_ring
    _ = (q + r) • (x * y) := by
      rw [hx, hy, smul_mul_assoc, mul_smul_comm, add_smul]

/-- A sum of operators that all change the number by `q` changes it by `q`. -/
theorem ShiftsNumber.sum [Fintype κ] {N : A} {q : ℤ} {f : κ → A}
    (h : ∀ i, ShiftsNumber N q (f i)) : ShiftsNumber N q (∑ i, f i) := by
  unfold ShiftsNumber at *
  rw [Finset.mul_sum, Finset.sum_mul, ← Finset.sum_sub_distrib, Finset.smul_sum]
  exact Finset.sum_congr rfl fun i _ => h i

/-- A complex coefficient does not affect the change of the number. -/
theorem ShiftsNumber.smul [Algebra ℂ A] {N x : A} {q : ℤ} (c : ℂ)
    (h : ShiftsNumber N q x) : ShiftsNumber N q (c • x) := by
  unfold ShiftsNumber at *
  rw [mul_smul_comm, smul_mul_assoc, ← smul_sub, h, smul_comm]

/-- Canonical anticommutation relations of electron annihilators `a` and creators `b`. -/
structure ElectronCAR [DecidableEq ι] (a b : ι → A) : Prop where
  aa : ∀ i j, a i * a j + a j * a i = 0
  bb : ∀ i j, b i * b j + b j * b i = 0
  ab : ∀ i j, a i * b j + b j * a i = if i = j then 1 else 0

/-- The operator `d` anticommutes with all electron annihilators and creators. -/
def AnticommutesWithElectrons (a b : ι → A) (d : A) : Prop :=
  ∀ i, a i * d + d * a i = 0 ∧ b i * d + d * b i = 0

variable [Fintype ι]

/-- The electron number `N = ∑ b_i a_i`. -/
def electronNumber (a b : ι → A) : A := ∑ i, b i * a i

/-- The no-pair Hamiltonian with one-body integrals `h` and two-body integrals `g`. -/
def noPairHamiltonian [Algebra ℂ A] (a b : ι → A) (h : ι → ι → ℂ)
    (g : ι → ι → ι → ι → ℂ) : A :=
  (∑ i, ∑ j, h i j • (b i * a j)) +
    (1 / 2 : ℂ) • ∑ i, ∑ j, ∑ k, ∑ l, g i j k l • (b i * b j * a l * a k)

/-- Pair creation: an electron creator times a positron creator `d_m`, with amplitudes `w`. -/
def pairCreation [Fintype κ] [Algebra ℂ A] (b : ι → A) (d : κ → A) (w : ι → κ → ℂ) : A :=
  ∑ i, ∑ m, w i m • (b i * d m)

/-- Pair annihilation: a positron annihilator `e_m` times an electron annihilator, with
amplitudes `v`. -/
def pairAnnihilation [Fintype κ] [Algebra ℂ A] (a : ι → A) (e : κ → A)
    (v : ι → κ → ℂ) : A :=
  ∑ i, ∑ m, v i m • (e m * a i)

/-- An operator that anticommutes with all electron operators leaves the electron number
unchanged. -/
theorem positron_shift {a b : ι → A} {d : A} (hd : AnticommutesWithElectrons a b d) :
    ShiftsNumber (electronNumber a b) 0 d := by
  have key : ∀ i, b i * a i * d - d * (b i * a i) = 0 := by
    intro i
    have e : b i * a i * d - d * (b i * a i)
        = b i * (a i * d + d * a i) - (b i * d + d * b i) * a i := by noncomm_ring
    rw [e, (hd i).1, (hd i).2, mul_zero, zero_mul, sub_zero]
  unfold ShiftsNumber electronNumber
  rw [Finset.sum_mul, Finset.mul_sum, ← Finset.sum_sub_distrib,
    Finset.sum_congr rfl (fun i _ => key i)]
  simp

variable [DecidableEq ι]

/-- An electron creator raises the electron number by one. -/
theorem creator_shift {a b : ι → A} (h : ElectronCAR a b) (j : ι) :
    ShiftsNumber (electronNumber a b) 1 (b j) := by
  -- only the mode `i = j` contributes to the commutator
  have key : ∀ i, b i * a i * b j - b j * (b i * a i) = if i = j then b i else 0 := by
    intro i
    have e : b i * a i * b j - b j * (b i * a i)
        = b i * (a i * b j + b j * a i) - (b i * b j + b j * b i) * a i := by noncomm_ring
    rw [e, h.ab, h.bb]
    split_ifs <;> simp
  unfold ShiftsNumber electronNumber
  rw [Finset.sum_mul, Finset.mul_sum, ← Finset.sum_sub_distrib,
    Finset.sum_congr rfl (fun i _ => key i)]
  simp

/-- An electron annihilator lowers the electron number by one. -/
theorem annihilator_shift {a b : ι → A} (h : ElectronCAR a b) (j : ι) :
    ShiftsNumber (electronNumber a b) (-1) (a j) := by
  have key : ∀ i, b i * a i * a j - a j * (b i * a i) = if j = i then -a i else 0 := by
    intro i
    have e : b i * a i * a j - a j * (b i * a i)
        = b i * (a i * a j + a j * a i) - (a j * b i + b i * a j) * a i := by noncomm_ring
    rw [e, h.ab, h.aa]
    split_ifs <;> simp
  unfold ShiftsNumber electronNumber
  rw [Finset.sum_mul, Finset.mul_sum, ← Finset.sum_sub_distrib,
    Finset.sum_congr rfl (fun i _ => key i)]
  simp

/-- The electron number commutes with every `b_i b_j a_k a_l`, whereas `[N, b_i d] = b_i d`
for every `d` that anticommutes with the electron operators. -/
theorem noPair_versus_pair {a b : ι → A} {d : A} (h : ElectronCAR a b)
    (hd : AnticommutesWithElectrons a b d) (i j k l : ι) :
    electronNumber a b * (b i * b j * a k * a l)
        = b i * b j * a k * a l * electronNumber a b ∧
      electronNumber a b * (b i * d) - b i * d * electronNumber a b = b i * d := by
  have h4 : ShiftsNumber (electronNumber a b) 0 (b i * b j * a k * a l) := by
    simpa using (((creator_shift h i).mul (creator_shift h j)).mul
      (annihilator_shift h k)).mul (annihilator_shift h l)
  have h2 : ShiftsNumber (electronNumber a b) 1 (b i * d) := by
    simpa using (creator_shift h i).mul (positron_shift hd)
  exact ⟨sub_eq_zero.mp (Eq.trans h4 (zero_smul ℤ _)), Eq.trans h2 (one_smul ℤ _)⟩

/-- The no-pair Hamiltonian conserves the electron number, whatever its integrals. -/
theorem noPairHamiltonian_conserves [Algebra ℂ A] {a b : ι → A} (hab : ElectronCAR a b)
    (h : ι → ι → ℂ) (g : ι → ι → ι → ι → ℂ) :
    electronNumber a b * noPairHamiltonian a b h g
      = noPairHamiltonian a b h g * electronNumber a b := by
  have h1 : ShiftsNumber (electronNumber a b) 0 (∑ i, ∑ j, h i j • (b i * a j)) :=
    ShiftsNumber.sum fun i => ShiftsNumber.sum fun j => ShiftsNumber.smul _ (by
      simpa using (creator_shift hab i).mul (annihilator_shift hab j))
  have h2 : ShiftsNumber (electronNumber a b) 0
      ((1 / 2 : ℂ) • ∑ i, ∑ j, ∑ k, ∑ l, g i j k l • (b i * b j * a l * a k)) :=
    ShiftsNumber.smul _ <| ShiftsNumber.sum fun i => ShiftsNumber.sum fun j =>
      ShiftsNumber.sum fun k => ShiftsNumber.sum fun l => ShiftsNumber.smul _ (by
        simpa using (((creator_shift hab i).mul (creator_shift hab j)).mul
          (annihilator_shift hab l)).mul (annihilator_shift hab k))
  have e1 := sub_eq_zero.mp (Eq.trans h1 (zero_smul ℤ _))
  have e2 := sub_eq_zero.mp (Eq.trans h2 (zero_smul ℤ _))
  rw [noPairHamiltonian, mul_add, add_mul, e1, e2]

/-- Let the positron operators `d_m`, `e_m` anticommute with the electron operators. A no-pair
Hamiltonian with added pair creation and pair annihilation conserves the electron number
if and only if both added terms vanish. -/
theorem conserves_iff_no_pairs [Fintype κ] [Algebra ℂ A] {a b : ι → A} {d e : κ → A}
    (hab : ElectronCAR a b) (hd : ∀ m, AnticommutesWithElectrons a b (d m))
    (he : ∀ m, AnticommutesWithElectrons a b (e m))
    (h : ι → ι → ℂ) (g : ι → ι → ι → ι → ℂ) (w v : ι → κ → ℂ) :
    electronNumber a b *
          (noPairHamiltonian a b h g + pairCreation b d w + pairAnnihilation a e v)
        = (noPairHamiltonian a b h g + pairCreation b d w + pairAnnihilation a e v) *
          electronNumber a b ↔
      pairCreation b d w = 0 ∧ pairAnnihilation a e v = 0 := by
  have hH := noPairHamiltonian_conserves hab h g
  have sV : ShiftsNumber (electronNumber a b) 1 (pairCreation b d w) := by
    unfold pairCreation
    exact ShiftsNumber.sum fun i => ShiftsNumber.sum fun m => ShiftsNumber.smul _ (by
      simpa using (creator_shift hab i).mul (positron_shift (hd m)))
  have sW : ShiftsNumber (electronNumber a b) (-1) (pairAnnihilation a e v) := by
    unfold pairAnnihilation
    exact ShiftsNumber.sum fun i => ShiftsNumber.sum fun m => ShiftsNumber.smul _ (by
      simpa using (positron_shift (he m)).mul (annihilator_shift hab i))
  unfold ShiftsNumber at sV sW
  rw [one_smul] at sV
  rw [neg_smul, one_smul] at sW
  generalize electronNumber a b = N at hH sV sW ⊢
  generalize noPairHamiltonian a b h g = H at hH ⊢
  generalize pairCreation b d w = V at sV ⊢
  generalize pairAnnihilation a e v = W at sW ⊢
  constructor
  · intro hc
    -- the commutator of the whole Hamiltonian with `N` is `V - W`
    have hVW : V - W = 0 := by
      calc V - W = (N * V - V * N) + (N * W - W * N) + (N * H - H * N) := by
            rw [sV, sW, hH]; abel
        _ = N * (H + V + W) - (H + V + W) * N := by noncomm_ring
        _ = 0 := sub_eq_zero.mpr hc
    have hEq : V = W := sub_eq_zero.mp hVW
    -- `V` raises and `W` lowers the number, so equality forces both to vanish
    rw [hEq] at sV
    have h2 : W + W = 0 := eq_neg_iff_add_eq_zero.mp (sV.symm.trans sW)
    have hW : W = 0 := by
      calc W = (1 / 2 : ℂ) • (W + W) := by module
        _ = 0 := by rw [h2, smul_zero]
    exact ⟨hEq.trans hW, hW⟩
  · rintro ⟨rfl, rfl⟩
    rw [add_zero, add_zero]
    exact hH

/-- The lowering matrix of a single mode. -/
def lower : Matrix (Fin 2) (Fin 2) ℤ := !![0, 1; 0, 0]

/-- The parity matrix of a single mode. -/
def parity : Matrix (Fin 2) (Fin 2) ℤ := !![1, 0; 0, -1]

/-- Jordan–Wigner annihilators of two electron modes, next to one positron mode. -/
def jwElectron : Fin 2 → Matrix (Fin 2 × Fin 2 × Fin 2) (Fin 2 × Fin 2 × Fin 2) ℤ :=
  ![lower ⊗ₖ ((1 : Matrix (Fin 2) (Fin 2) ℤ) ⊗ₖ (1 : Matrix (Fin 2) (Fin 2) ℤ)),
    parity ⊗ₖ (lower ⊗ₖ (1 : Matrix (Fin 2) (Fin 2) ℤ))]

/-- Jordan–Wigner annihilator of the positron mode. -/
def jwPositron : Matrix (Fin 2 × Fin 2 × Fin 2) (Fin 2 × Fin 2 × Fin 2) ℤ :=
  parity ⊗ₖ (parity ⊗ₖ lower)

/-- Integer matrices read as complex matrices. -/
def toComplex : Matrix (Fin 2 × Fin 2 × Fin 2) (Fin 2 × Fin 2 × Fin 2) ℤ →+*
    Matrix (Fin 2 × Fin 2 × Fin 2) (Fin 2 × Fin 2 × Fin 2) ℂ :=
  (Int.castRingHom ℂ).mapMatrix

/-- The Jordan–Wigner matrices of two electron modes satisfy the anticommutation relations, and
the creator and annihilator of the positron mode anticommute with them. -/
theorem electronCAR_witness :
    ElectronCAR (fun i => toComplex (jwElectron i)) (fun i => toComplex (jwElectron i)ᵀ) ∧
      AnticommutesWithElectrons (fun i => toComplex (jwElectron i))
        (fun i => toComplex (jwElectron i)ᵀ) (toComplex jwPositronᵀ) ∧
      AnticommutesWithElectrons (fun i => toComplex (jwElectron i))
        (fun i => toComplex (jwElectron i)ᵀ) (toComplex jwPositron) := by
  -- the relations are checked on integer matrices and carried over to complex ones
  have haa : ∀ i j, jwElectron i * jwElectron j + jwElectron j * jwElectron i = 0 := by
    decide +kernel
  have hbb : ∀ i j, (jwElectron i)ᵀ * (jwElectron j)ᵀ
      + (jwElectron j)ᵀ * (jwElectron i)ᵀ = 0 := by decide +kernel
  have hab : ∀ i j, jwElectron i * (jwElectron j)ᵀ + (jwElectron j)ᵀ * jwElectron i
      = if i = j then 1 else 0 := by decide +kernel
  have hd : ∀ i, jwElectron i * jwPositronᵀ + jwPositronᵀ * jwElectron i = 0 ∧
      (jwElectron i)ᵀ * jwPositronᵀ + jwPositronᵀ * (jwElectron i)ᵀ = 0 := by
    decide +kernel
  have he : ∀ i, jwElectron i * jwPositron + jwPositron * jwElectron i = 0 ∧
      (jwElectron i)ᵀ * jwPositron + jwPositron * (jwElectron i)ᵀ = 0 := by
    decide +kernel
  refine ⟨⟨fun i j => ?_, fun i j => ?_, fun i j => ?_⟩,
    fun i => ⟨?_, ?_⟩, fun i => ⟨?_, ?_⟩⟩
  · simpa only [map_add, map_mul, map_zero] using congrArg toComplex (haa i j)
  · simpa only [map_add, map_mul, map_zero] using congrArg toComplex (hbb i j)
  · simpa only [map_add, map_mul, apply_ite toComplex, map_one, map_zero] using
      congrArg toComplex (hab i j)
  · simpa only [map_add, map_mul, map_zero] using congrArg toComplex (hd i).1
  · simpa only [map_add, map_mul, map_zero] using congrArg toComplex (hd i).2
  · simpa only [map_add, map_mul, map_zero] using congrArg toComplex (he i).1
  · simpa only [map_add, map_mul, map_zero] using congrArg toComplex (he i).2

end

end NoPairProjection
```

```lean
#print axioms NoPairProjection.noPair_versus_pair
#print axioms NoPairProjection.noPairHamiltonian_conserves
#print axioms NoPairProjection.conserves_iff_no_pairs
```

```
'NoPairProjection.noPair_versus_pair' depends on axioms: [propext, Classical.choice, Quot.sound]
'NoPairProjection.noPairHamiltonian_conserves' depends on axioms: [propext, Classical.choice, Quot.sound]
'NoPairProjection.conserves_iff_no_pairs' depends on axioms: [propext, Classical.choice, Quot.sound]
```

## From single operators to the equivalence

`ShiftsNumber N q x` is the equation [N, x] = q x. `ShiftsNumber.mul` is the product rule, with `noncomm_ring` checking the rearrangement; `ShiftsNumber.sum` and `ShiftsNumber.smul` are the linearity steps.

`creator_shift`, `annihilator_shift` and `positron_shift` find the changes +1, −1 and 0. In each, `key` is the commutator with one term b_i a_i, as in the three lines above, and the closing `simp` evaluates the sum over i.

`noPair_versus_pair` chains these lemmas with `ShiftsNumber.mul`, and `simpa` adds up the integers. `noPairHamiltonian_conserves` does the same under the sums of H.

In `conserves_iff_no_pairs`, `sV` and `sW` record the changes +1 and −1. The `generalize` lines then replace the operators by the letters N, H, V and W, leaving the short algebraic argument: `hVW` is V − W = 0, `h2` is W + W = 0, and `hW` multiplies by ½.

`electronCAR_witness` supplies a concrete model: Jordan–Wigner matrices for two electron modes and one positron mode, on an eight-dimensional space. `decide +kernel` checks the relations on integer matrices, and the ring homomorphism `toComplex` carries them to complex ones. In this model, with d the positron creator, b_i d turns the vacuum into a state with one electron and one positron, up to sign, so the commutator [N, b_i d] is nonzero there.
